# Without a boundary condition at the origin, one negative-energy bound state in a $1/r^2$ potential gives one at every negative energy

## Bound states with no condition at $r=0$

A bound state is taken here to be a real function $u$ on $r>0$ that satisfies the radial equation there and has unit norm. Nothing is required of $u$ as $r\to0$. In units with $\hbar=m=1$ the two conditions are

$$-\tfrac12u''(r)-\frac{g}{r^2}\,u(r)=E\,u(r)\quad(r>0),\qquad \int_0^\infty u(r)^2\,dr=1 .$$

The choice matters even for a free particle. With $g=0$, the function $u(r)=\sqrt2\,e^{-r}$ meets both conditions at $E=-\tfrac12$, although the usual requirement $u(0)=0$ rejects it. The first results below concern the equation without any such requirement; the later ones add a condition at the origin.

## A coupling that contains no length

The number $g$ is the strength of the attraction in units of $\hbar^2/m$, with any centrifugal term absorbed into it. An electron in the field of a point dipole leads to a radial equation of this kind after the angular part has been separated off.

Kinetic energy and potential both scale as an inverse length squared, so $g$ is dimensionless. The constants in the equation therefore supply no length, and no energy unit either. For a Coulomb potential the corresponding constants do supply one, the Bohr radius.

## What a single level implies

Suppose that $u$ is a bound state of energy $E<0$ at coupling $g$. Then:

- For every $E'<0$, the function $\sqrt s\,u(sr)$ with $s=\sqrt{E'/E}$ is a bound state of energy $E'$ at the same $g$.
- The set of bound-state energies has no lower bound, so there is no lowest state.

The first bound state is a hypothesis. For $g>0$ it is supplied at any $E<0$ by a multiple of $\sqrt r\,K_\mu(\sqrt{-2E}\,r)$ with $\mu^2=\tfrac14-2g$, where $K_\mu$ is the modified Bessel function that decays at infinity; this is a standard fact which the theorems take as input. They do not use the sign of $g$.

A second pair of results fixes the behaviour at the origin. For $g\ge\tfrac18$ put $\nu=\sqrt{2g-\tfrac14}$ and

$$w_\theta(r)=\sqrt r\,\cos(\nu\ln r+\theta).$$

This wave solves the equation at $E=0$. The boundary condition of phase $\theta$ says that, for some real $A$, the difference $u-A\,w_\theta$ is small compared with $\sqrt r$ as $r\to0$. If $g>\tfrac18$ and one bound state with $E<0$ obeys this condition, then:

- There are bound states obeying the same condition at the energies $e^{2\pi n/\nu}E$ for $n=0,1,2,\dots$
- The energies at this fixed $\theta$ again have no lower bound.

The bound state assumed here is again a standard input. For $g>\tfrac18$ the Bessel solution above approaches a multiple of some $w_\theta$ at the origin, and a dilation by $s$ shifts its phase by $\nu\ln s$, so every $\theta$ occurs at some $E<0$. In this one-particle model with an exact $1/r^2$ potential and $g>\tfrac18$, a computed ground-state energy thus has no finite value to converge to as a radial grid is refined towards the origin.

## Dilating the wave function

Let $s>0$ and $v(r)=\sqrt s\,u(sr)$. The chain rule gives

$$v'(r)=\sqrt s\,s\,u'(sr),\qquad v''(r)=\sqrt s\,s^2u''(sr).$$

Write the radial equation for $u$ at the point $sr$ and multiply it by $\sqrt s\,s^2$:

$$-\tfrac12\sqrt s\,s^2u''(sr)-g\,\frac{\sqrt s\,s^2u(sr)}{s^2r^2}=s^2E\,\sqrt s\,u(sr).$$

The factors $s^2$ in the potential term cancel, which leaves

$$-\tfrac12v''(r)-\frac g{r^2}v(r)=s^2E\,v(r).$$

The energy has been multiplied by $s^2$ and $g$ is unchanged. The norm is unchanged too, by the substitution $x=sr$:

$$\int_0^\infty v(r)^2dr=\int_0^\infty s\,u(sr)^2dr=\int_0^\infty u(x)^2dx=1.$$

If $E$ and $E'$ are both negative, $E'/E$ is positive, and $s=\sqrt{E'/E}$ gives $s^2E=E'$. Now suppose that some $b$ were a lower bound for the energies. The value $E'=\min(b,0)-1$ is negative, so it is a bound-state energy, yet it lies below $b$. This is a contradiction.

## Fixing the phase at the origin

With $\varphi=\nu\ln r+\theta$ we have $\varphi'=\nu/r$, and

$$w_\theta'=\frac{\tfrac12\cos\varphi-\nu\sin\varphi}{\sqrt r}.$$

Differentiating again,

$$w_\theta''=\frac{-\tfrac\nu2\sin\varphi-\nu^2\cos\varphi-\tfrac14\cos\varphi+\tfrac\nu2\sin\varphi}{r^{3/2}}=-\Big(\tfrac14+\nu^2\Big)\frac{w_\theta}{r^2}.$$

Since $\tfrac14+\nu^2=2g$, this gives $-\tfrac12w_\theta''=g\,w_\theta/r^2$, the radial equation at zero energy.

Now let $g>\tfrac18$, so that $\nu>0$, and choose $s=e^{\pi/\nu}$. Then $\nu\ln s=\pi$, and

$$w_\theta(sr)=\sqrt s\,\sqrt r\,\cos(\varphi+\pi)=-\sqrt s\,w_\theta(r).$$

If $u=A\,w_\theta+o(\sqrt r)$, the dilated function satisfies

$$\sqrt s\,u(sr)=\sqrt s\,A\,w_\theta(sr)+o(\sqrt r)=-sA\,w_\theta(r)+o(\sqrt r).$$

It obeys the condition of the same phase, with amplitude $-sA$ in place of $A$. Repeating the dilation $n$ times gives the energy $s^{2n}E$. Because $s>1$ and $E<0$, these energies tend to $-\infty$.

The condition has broken the continuous scaling symmetry and left a discrete one. The argument therefore gives a geometric sequence of levels at fixed $\theta$, and no longer a level at each negative energy.

## The definitions and theorems in Lean

```lean
import Mathlib

open Filter Topology Set MeasureTheory

namespace InverseSquarePotential

noncomputable section

/-- The function `u` is twice differentiable on `r > 0` and satisfies there the radial equation
`-u''/2 - g u/r² = E u`. -/
def Solves (g E : ℝ) (u : ℝ → ℝ) : Prop :=
  ∃ u' u'' : ℝ → ℝ, ∀ r, 0 < r → HasDerivAt u (u' r) r ∧ HasDerivAt u' (u'' r) r ∧
    -u'' r / 2 - g * u r / r ^ 2 = E * u r

/-- A bound state of energy `E`: a solution of the radial equation with `∫ u² = 1` over `r > 0`. -/
def IsBoundState (g E : ℝ) (u : ℝ → ℝ) : Prop :=
  Solves g E u ∧ ∫ r in Ioi (0 : ℝ), u r ^ 2 = 1

/-- The dilated wave function `√s u(s r)`, for a scale factor `s > 0`. -/
def dilate (s : ℝ) (u : ℝ → ℝ) (r : ℝ) : ℝ := √s * u (s * r)

/-- Dilation by `s > 0` turns a solution of energy `E` into a solution of energy `s² E` at the
same coupling `g`. -/
theorem solves_dilate {g E s : ℝ} {u : ℝ → ℝ} (hs : 0 < s) (hu : Solves g E u) :
    Solves g (s ^ 2 * E) (dilate s u) := by
  obtain ⟨u', u'', h⟩ := hu
  refine ⟨fun r => √s * (s * u' (s * r)), fun r => √s * (s * (s * u'' (s * r))),
    fun r hr => ?_⟩
  obtain ⟨h1, h2, h3⟩ := h (s * r) (mul_pos hs hr)
  have hlin : HasDerivAt (fun x : ℝ => s * x) s r := by
    simpa using (hasDerivAt_id r).const_mul s
  -- each derivative brings down one factor of `s`
  have d1 := ((h1.comp r hlin).const_mul (√s)).congr_deriv
    (show √s * (u' (s * r) * s) = √s * (s * u' (s * r)) by ring)
  have d2 := (((h2.comp r hlin).const_mul s).const_mul (√s)).congr_deriv
    (show √s * (s * (u'' (s * r) * s)) = √s * (s * (s * u'' (s * r))) by ring)
  refine ⟨d1, d2, ?_⟩
  -- the potential scales in the same way as the kinetic energy
  have e : g * u (s * r) / (s * r) ^ 2 * s ^ 2 = g * u (s * r) / r ^ 2 := by
    field_simp
  simp only [dilate]
  linear_combination √s * s ^ 2 * h3 + √s * e

/-- Dilation by `s > 0` preserves the integral of `u²` over `r > 0`. -/
theorem norm_dilate {s : ℝ} (hs : 0 < s) (u : ℝ → ℝ) :
    ∫ r in Ioi (0 : ℝ), dilate s u r ^ 2 = ∫ r in Ioi (0 : ℝ), u r ^ 2 := by
  have h := integral_comp_mul_left_Ioi (fun r => u r ^ 2) 0 hs
  rw [mul_zero, smul_eq_mul] at h
  simp only [dilate, mul_pow, Real.sq_sqrt hs.le]
  rw [integral_const_mul]
  calc s * ∫ r in Ioi (0 : ℝ), u (s * r) ^ 2
      = s * (s⁻¹ * ∫ r in Ioi (0 : ℝ), u r ^ 2) := congrArg (fun x => s * x) h
    _ = ∫ r in Ioi (0 : ℝ), u r ^ 2 := by
      rw [← mul_assoc, mul_inv_cancel₀ hs.ne', one_mul]

/-- From one bound state of energy `E < 0`, dilation by `√(E'/E)` makes a bound state at any
prescribed energy `E' < 0`. -/
theorem boundState_at_every_energy {g E E' : ℝ} {u : ℝ → ℝ} (hE : E < 0)
    (hu : IsBoundState g E u) (hE' : E' < 0) :
    IsBoundState g E' (dilate (√(E' / E)) u) := by
  have hpos : 0 < E' / E := div_pos_of_neg_of_neg hE' hE
  have hs := Real.sqrt_pos.2 hpos
  have he : √(E' / E) ^ 2 * E = E' := by
    have hne := hE.ne
    rw [Real.sq_sqrt hpos.le]
    field_simp
  have h := solves_dilate hs hu.1
  rw [he] at h
  exact ⟨h, (norm_dilate hs u).trans hu.2⟩

/-- If there is a bound state of negative energy, the bound-state energies have no lower bound. -/
theorem no_lowest_state {g E : ℝ} {u : ℝ → ℝ} (hE : E < 0) (hu : IsBoundState g E u) :
    ¬ BddBelow {E' : ℝ | ∃ v, IsBoundState g E' v} := by
  rintro ⟨b, hb⟩
  have hneg : min b 0 - 1 < 0 := by linarith [min_le_right b 0]
  have h := hb ⟨_, boundState_at_every_energy hE hu hneg⟩
  linarith [min_le_left b 0]

/-- The wave `√r cos(ν ln r + θ)` with `ν = √(2g - 1/4)`, for `r > 0` and `g ≥ 1/8`. -/
def thresholdWave (g θ r : ℝ) : ℝ := √r * Real.cos (√(2 * g - 1 / 4) * Real.log r + θ)

/-- For `g ≥ 1/8` the threshold wave solves the radial equation at zero energy. -/
theorem solves_thresholdWave {g : ℝ} (hg : 1 / 8 ≤ g) (θ : ℝ) :
    Solves g 0 (thresholdWave g θ) := by
  have hν : √(2 * g - 1 / 4) ^ 2 = 2 * g - 1 / 4 := Real.sq_sqrt (by linarith)
  unfold thresholdWave
  generalize √(2 * g - 1 / 4) = ν at hν ⊢
  refine ⟨fun r => √r * (Real.cos (ν * Real.log r + θ) / 2
      - ν * Real.sin (ν * Real.log r + θ)) / r,
    fun r => -(1 / 4 + ν ^ 2) * (√r * Real.cos (ν * Real.log r + θ)) / r ^ 2,
    fun r hr => ?_⟩
  have hr0 := hr.ne'
  have hq := (Real.sqrt_pos.2 hr).ne'
  have hs : HasDerivAt (fun x : ℝ => √x) (√r / (2 * r)) r := by
    refine (Real.hasDerivAt_sqrt hr0).congr_deriv ?_
    rw [div_eq_div_iff (mul_ne_zero two_ne_zero hq) (mul_ne_zero two_ne_zero hr0)]
    linear_combination (-2) * Real.mul_self_sqrt hr.le
  have hφ : HasDerivAt (fun x : ℝ => ν * Real.log x + θ) (ν / r) r :=
    (((Real.hasDerivAt_log hr0).const_mul ν).add_const θ).congr_deriv
      (div_eq_mul_inv ν r).symm
  refine ⟨(hs.fun_mul hφ.cos).congr_deriv ?_,
    ((hs.fun_mul ((hφ.cos.div_const 2).fun_sub (hφ.sin.const_mul ν))).fun_div
      (hasDerivAt_id' r) hr0).congr_deriv ?_, ?_⟩
  · field_simp
    ring
  · field_simp
    ring
  · linear_combination (√r * Real.cos (ν * Real.log r + θ) / r ^ 2 / 2) * hν

/-- Boundary condition at the origin, for `g ≥ 1/8`: as `r → 0⁺`, `u` is a multiple of the
threshold wave of phase `θ`, up to terms small compared with `√r`. -/
def HasPhase (g θ : ℝ) (u : ℝ → ℝ) : Prop :=
  ∃ A : ℝ, Tendsto (fun r => (u r - A * thresholdWave g θ r) / √r) (𝓝[>] 0) (𝓝 0)

/-- A dilation by `s > 0` with `√(2g - 1/4) ln s = π` respects the boundary condition of
phase `θ`. -/
theorem hasPhase_dilate {g θ s : ℝ} {u : ℝ → ℝ} (hs : 0 < s)
    (hlog : √(2 * g - 1 / 4) * Real.log s = Real.pi) (hu : HasPhase g θ u) :
    HasPhase g θ (dilate s u) := by
  obtain ⟨A, hA⟩ := hu
  refine ⟨-(s * A), ?_⟩
  have hc : Continuous (fun r : ℝ => s * r) := by fun_prop
  have h0 : Tendsto (fun r : ℝ => s * r) (𝓝 0) (𝓝 0) := by
    simpa only [mul_zero] using hc.tendsto 0
  have hlim : Tendsto (fun r : ℝ => s * r) (𝓝[>] 0) (𝓝[>] 0) := by
    refine tendsto_nhdsWithin_iff.2 ⟨h0.mono_left nhdsWithin_le_nhds, ?_⟩
    filter_upwards [self_mem_nhdsWithin] with r hr using mul_pos hs hr
  have h := (hA.comp hlim).const_mul s
  rw [mul_zero] at h
  refine h.congr' ?_
  filter_upwards [self_mem_nhdsWithin] with r hr
  have hr' : 0 < r := hr
  -- the phase advances by `π`, so the threshold wave is multiplied by `-√s`
  have hw : thresholdWave g θ (s * r) = -(√s * thresholdWave g θ r) := by
    unfold thresholdWave
    rw [Real.sqrt_mul hs.le, Real.log_mul hs.ne' hr'.ne',
      show √(2 * g - 1 / 4) * (Real.log s + Real.log r) + θ
        = (√(2 * g - 1 / 4) * Real.log r + θ) + Real.pi by linear_combination hlog,
      Real.cos_add_pi]
    ring
  have hq := (Real.sqrt_pos.2 hs).ne'
  have hp := (Real.sqrt_pos.2 hr').ne'
  simp only [Function.comp_apply, hw, dilate, Real.sqrt_mul hs.le]
  rw [← mul_div_assoc, div_eq_div_iff (mul_ne_zero hq hp) hp]
  linear_combination (-(u (s * r) * √r)) * Real.mul_self_sqrt hs.le

/-- At fixed phase `θ`, a bound state of energy `E` is accompanied by bound states of energies
`s²ⁿ E` for all natural `n`, where `s > 0` and `√(2g - 1/4) ln s = π`. -/
theorem geometric_tower {g θ E s : ℝ} {u : ℝ → ℝ} (hs : 0 < s)
    (hlog : √(2 * g - 1 / 4) * Real.log s = Real.pi)
    (hu : IsBoundState g E u) (hθ : HasPhase g θ u) (n : ℕ) :
    ∃ v, IsBoundState g ((s ^ 2) ^ n * E) v ∧ HasPhase g θ v := by
  induction n with
  | zero => exact ⟨u, by simpa only [pow_zero, one_mul] using hu, hθ⟩
  | succ n ih =>
    obtain ⟨v, hv, hvθ⟩ := ih
    have h := solves_dilate hs hv.1
    rw [show s ^ 2 * ((s ^ 2) ^ n * E) = (s ^ 2) ^ (n + 1) * E by ring] at h
    exact ⟨dilate s v, ⟨h, (norm_dilate hs v).trans hv.2⟩, hasPhase_dilate hs hlog hvθ⟩

/-- For `g > 1/8`, if some bound state of negative energy obeys the boundary condition of phase
`θ`, the energies of the bound states obeying it have no lower bound. -/
theorem no_lowest_state_at_fixed_phase {g θ E : ℝ} {u : ℝ → ℝ} (hg : 1 / 8 < g) (hE : E < 0)
    (hu : IsBoundState g E u) (hθ : HasPhase g θ u) :
    ¬ BddBelow {E' : ℝ | ∃ v, IsBoundState g E' v ∧ HasPhase g θ v} := by
  rintro ⟨b, hb⟩
  have hν : 0 < √(2 * g - 1 / 4) := Real.sqrt_pos.2 (by linarith)
  have hlog : √(2 * g - 1 / 4) * Real.log (Real.exp (Real.pi / √(2 * g - 1 / 4)))
      = Real.pi := by
    rw [Real.log_exp]
    exact mul_div_cancel₀ _ hν.ne'
  have h1 : 1 < Real.exp (Real.pi / √(2 * g - 1 / 4)) :=
    Real.one_lt_exp_iff.2 (div_pos Real.pi_pos hν)
  -- climb the tower until the energy lies below the supposed bound
  obtain ⟨n, hn⟩ := pow_unbounded_of_one_lt (b / E)
    (show 1 < Real.exp (Real.pi / √(2 * g - 1 / 4)) ^ 2 by nlinarith)
  have hlt := (div_lt_iff_of_neg hE).1 hn
  have hle := hb (geometric_tower (Real.exp_pos _) hlog hu hθ n)
  linarith

end

end InverseSquarePotential
```

```lean
#print axioms InverseSquarePotential.boundState_at_every_energy
#print axioms InverseSquarePotential.no_lowest_state
#print axioms InverseSquarePotential.solves_thresholdWave
#print axioms InverseSquarePotential.no_lowest_state_at_fixed_phase
```

```
'InverseSquarePotential.boundState_at_every_energy' depends on axioms: [propext, Classical.choice, Quot.sound]
'InverseSquarePotential.no_lowest_state' depends on axioms: [propext, Classical.choice, Quot.sound]
'InverseSquarePotential.solves_thresholdWave' depends on axioms: [propext, Classical.choice, Quot.sound]
'InverseSquarePotential.no_lowest_state_at_fixed_phase' depends on axioms: [propext, Classical.choice, Quot.sound]
```

## How the definitions express the physics

`Solves g E u` says that there are functions `u'` and `u''` which are the first and second derivatives of `u` at every `r > 0`, and that the radial equation holds at each such point. Although `u` is a function on all of `ℝ`, its values at `r ≤ 0` play no part.

`IsBoundState g E u` adds the norm condition, with `Ioi (0 : ℝ)` as the half-line $r>0$. Mathlib assigns the value 0 to the integral of a non-integrable function, so an integral equal to 1 already implies that $u^2$ is integrable.

`dilate s u` is $\sqrt s\,u(sr)$, and `thresholdWave g θ` is $w_\theta$. In `HasPhase g θ u`, the filter `𝓝[>] 0` describes $r$ approaching zero from the right, and the amplitude `A` may be any real number. This condition is meant for $g\ge\tfrac18$.

The two statements about a lowest state have the form `¬ BddBelow {...}`: the set of energies for which a suitable `v` exists has no lower bound.

The model is a single radial equation for one particle, with the potential kept at exactly $1/r^2$ down to the origin. A real dipole has finite extent, which changes the potential at short distance and brings in a length.

## Scaling, norm and the choice of $s$

`solves_dilate` supplies the two derivatives of the dilated function explicitly. The terms `d1` and `d2` are the chain rule, with `hlin` as the derivative of $r\mapsto sr$. The equation `e` is the cancellation of $s^2$ in the potential term. The final `linear_combination` multiplies the original equation `h3` by $\sqrt s\,s^2$, as in the derivation above, and uses `e` to rewrite the potential.

`norm_dilate` uses Mathlib's substitution rule `integral_comp_mul_left_Ioi`, which produces a factor $s^{-1}$. This cancels the $s$ that comes from squaring $\sqrt s$.

`boundState_at_every_energy` combines the two lemmas. Its step `hpos` shows that $E'/E$ is positive, which is where the two negative signs enter, and `he` is the identity $s^2E=E'$. `no_lowest_state` then applies it to the energy `min b 0 - 1`.

## Carrying the phase through the tower

`solves_thresholdWave` replaces the square root by a symbol `ν` and keeps only its square, in `hν`. The derivatives of $\sqrt r$ and of the phase are `hs` and `hφ`. Two of the three remaining goals compare the computed derivatives with the stated ones, and the third is the radial equation, which follows from `hν`.

In `hasPhase_dilate`, the new amplitude `-(s * A)` is given at the start. The step `hlim` says that $sr$ tends to zero from the right when $r$ does, so the assumed limit can be taken along $sr$. The relation $w_\theta(sr)=-\sqrt s\,w_\theta(r)$ is `hw`. What remains is the identity

$$\frac{\sqrt s\,u(sr)+sA\,w_\theta(r)}{\sqrt r}=s\,\frac{u(sr)-A\,w_\theta(sr)}{\sqrt{sr}},$$

whose right-hand side tends to zero by assumption.

`geometric_tower` is an induction on `n`. Each step dilates the previous state once, and the three dilation lemmas carry over the equation, the norm and the phase. Its hypothesis `hlog` is $\nu\ln s=\pi$, which no $s$ can satisfy when $\nu=0$, and so not at $g=\tfrac18$.

`no_lowest_state_at_fixed_phase` assumes $g>\tfrac18$ and takes $s=e^{\pi/\nu}$. Given a supposed lower bound `b`, `pow_unbounded_of_one_lt` finds an `n` with $b/E<(s^2)^n$. Multiplying by the negative number $E$ reverses the inequality, so $(s^2)^nE<b$, and the tower has a level below the bound.
